# Geminals on disjoint pair levels: the norm of their product state factorizes

Take two electron pairs and two pair levels, labelled 0 and 1. Each pair is described by a geminal, a vector of complex coefficients: pair $k$ sits on level $p$ with amplitude $c_{kp}$. A level holds at most one pair, so the product state has a single configuration, with both levels occupied. Its amplitude adds the two ways of placing the pairs, and the squared norm is

$$|c_{00}c_{11}+c_{01}c_{10}|^2=|c_{00}|^2|c_{11}|^2+|c_{01}|^2|c_{10}|^2+2\,\mathrm{Re}\big(\overline{c_{00}c_{11}}\,c_{01}c_{10}\big).$$

The product of the two squared geminal norms is instead

$$|c_{00}|^2|c_{11}|^2+|c_{01}|^2|c_{10}|^2+|c_{00}|^2|c_{10}|^2+|c_{01}|^2|c_{11}|^2.$$

The first expression has an interference term that the second lacks, and the second has two terms that put both pairs on one level. If no level is used by both geminals, then $c_{00}c_{10}=0$ and $c_{01}c_{11}=0$. All the extra terms vanish, and the two expressions agree.

## Derivation for any number of geminals

Let $P$ be a finite set of pair levels and let $k$ run over a finite set $\iota$ of $N$ geminals. In second quantization, geminal $k$ is created by $\sum_p c_{kp}B_p^\dagger$, where $B_p^\dagger$ puts a singlet pair into orbital $p$. The operators $B_p^\dagger$ commute with each other, and each squares to zero. Applying all $N$ geminals to the vacuum gives a configuration with occupied set $S\subseteq P$ the amplitude

$$A_c(S)=\sum_{e:\iota\to S\ \text{bijective}}\ \prod_k c_{k,e(k)}.$$

When $|S|=N$, this is the permanent of $c$ restricted to the columns in $S$. For orthonormal orbitals the configurations are orthonormal, so the overlap of two product states is $\sum_S\overline{A_c(S)}A_d(S)$.

Suppose that for $k\ne l$ and every level $p$, either $c_{kp}=0$ or $d_{lp}=0$. The overlap can then be evaluated in three steps.

1. There is no bijection from $\iota$ to $S$ unless $|S|=N$. The sum over $N$-subsets may therefore be extended to all subsets.

2. Expanding the product of amplitudes gives a double sum over assignments $e$ and $e'$, with terms $\prod_k\overline{c_{k,e(k)}}\prod_l d_{l,e'(l)}$. If $e\ne e'$, choose $k$ with $e(k)\ne e'(k)$, and let $l$ be the geminal that $e'$ sends to $p=e(k)$. Then $l\ne k$, and the term contains $\overline{c_{kp}}\,d_{lp}=0$. Only $e=e'$ survives.

3. Put $F_{kp}=\overline{c_{kp}}\,d_{kp}$. What remains is the sum of $\prod_kF_{k,e(k)}$ over all pairs $(S,e)$, which is a sum over injective maps $f:\iota\to P$. A non-injective map has $f(k)=f(l)=p$ for some $k\ne l$, and its term contains $F_{kp}F_{lp}=0$. Such maps can be added without changing the sum, which then separates:

$$\sum_S\overline{A_c(S)}A_d(S)=\sum_{f:\iota\to P}\prod_kF_{k,f(k)}=\prod_k\sum_p\overline{c_{kp}}\,d_{kp}.$$

Setting $d=c$ gives $\sum_{|S|=N}|A_c(S)|^2=\prod_k\sum_p|c_{kp}|^2$.

The occupation of a level follows from the same formula. Let every geminal be normalized, so that the state has norm one, and delete level $p$ from each geminal. This removes exactly the configurations containing $p$. The remaining weight is

$$\prod_k(1-|c_{kp}|^2)=1-\sum_k|c_{kp}|^2,$$

because at most one $c_{kp}$ is nonzero. Level $p$ is thus occupied with probability $\sum_k|c_{kp}|^2$.

In electronic structure, this lets the norm and the pair occupations of a strongly orthogonal geminal product be computed without evaluating permanents, provided that all geminals are diagonal in one common finite set of pair levels.

## Amplitudes and strong orthogonality in Lean

The type `ι` labels the geminals and `P` the pair levels. Both are finite, and neither is given an order.

```lean
import Mathlib

open ComplexConjugate

namespace StronglyOrthogonalGeminals

noncomputable section

variable {ι P : Type*} [Fintype ι] [DecidableEq ι] [Fintype P] [DecidableEq P]
```

The development starts from the amplitudes; the Fock space and the pair operators are the physical reading of them. The type `ι ≃ S` consists of the bijections from geminals to occupied levels, and `c k (e k)` is $c_{k,e(k)}$. No normalization is built in.

```lean
/-- Amplitude of the geminal product state on the set `S` of occupied pair levels: the sum over
all ways of assigning the geminals one-to-one to the levels in `S`. -/
def pairAmplitude (c : ι → P → ℂ) (S : Finset P) : ℂ :=
  ∑ e : ι ≃ S, ∏ k, c k (e k)
```

Strong orthogonality is stated as disjointness of supports in the chosen pair levels. A geminal is represented only if it is a combination of doubly occupied orbitals from the one chosen set. A triplet pair never has this form, and an open-shell singlet pair takes it only after a change of orbitals.

```lean
/-- Strong orthogonality: no pair level is used by two different geminals. -/
def StronglyOrthogonal (c : ι → P → ℂ) : Prop :=
  ∀ k l, k ≠ l → ∀ p, c k p = 0 ∨ c l p = 0
```

Deleting a level sets its coefficient to zero in every geminal and keeps the set of levels unchanged.

```lean
/-- The geminals with the pair level `p` deleted from each of them. -/
def deleteLevel (c : ι → P → ℂ) (p : P) : ι → P → ℂ :=
  fun k q => if q = p then 0 else c k q
```

## The amplitude as a permanent

A reference bijection `e₀` lists the columns in $S$. The equivalence `E` sends a permutation $\sigma$ to the assignment $e_0\circ\sigma^{-1}$, which matches the terms of the permanent with those of the amplitude. Reordering the factors by $\sigma$ completes the identification.

```lean
omit [Fintype P] in
/-- The amplitude on `S` is the permanent of the coefficient matrix restricted to the columns
in `S`, in whatever order these are listed. -/
theorem pairAmplitude_eq_permanent (c : ι → P → ℂ) {S : Finset P} (e₀ : ι ≃ S) :
    pairAmplitude c S = Matrix.permanent (Matrix.of fun k l => c k (e₀ l)) := by
  let E : Equiv.Perm ι ≃ (ι ≃ S) :=
    { toFun := fun σ => σ.symm.trans e₀
      invFun := fun e => (e.trans e₀.symm).symm
      left_inv := by intro σ; ext k; simp
      right_inv := by intro e; ext k; simp }
  unfold pairAmplitude Matrix.permanent
  symm
  refine Fintype.sum_equiv E _ _ fun σ => ?_
  exact Fintype.prod_equiv σ _ _ fun i => by simp [E]
```

The next lemma is step 1: a bijection from `ι` to `S` would force the two cardinalities to agree.

```lean
omit [Fintype P] in
/-- The product state has no amplitude on sets whose size differs from the number of geminals. -/
theorem pairAmplitude_eq_zero (c : ι → P → ℂ) {S : Finset P} (hS : S.card ≠ Fintype.card ι) :
    pairAmplitude c S = 0 :=
  Finset.sum_eq_zero fun e _ => (hS (by simpa using (Fintype.card_congr e).symm)).elim
```

## From assignments to independent sums

Step 3 is proved for a general array `F` whose different rows have zero product at every level. `Finset.prod_univ_sum` expands the right-hand side into a sum over all maps $f:\iota\to P$, and `Finset.sum_of_injOn` compares it with the sum over pairs $(S,e)$.

The first substantial part shows that the map $k\mapsto e(k)$ determines both $S$ and $e$. The second takes a map outside the range of this correspondence and supposes that its term is nonzero. The map is then injective, so it is a bijection onto its image and lies in the range after all, a contradiction.

```lean
/-- If different factors never share a level, summing over occupied sets and one-to-one
assignments is the same as summing each factor independently over all levels. -/
theorem sum_assignments (F : ι → P → ℂ) (hF : ∀ k l, k ≠ l → ∀ p, F k p * F l p = 0) :
    ∑ S : Finset P, ∑ e : ι ≃ S, ∏ k, F k (e k) = ∏ k, ∑ p, F k p := by
  rw [Finset.prod_univ_sum, Finset.sum_sigma']
  refine Finset.sum_of_injOn
    (fun (x : (S : Finset P) × (ι ≃ S)) k => ((x.2 k : x.1) : P)) ?_ ?_ ?_ ?_
  · -- the map of levels determines both the occupied set and the assignment
    rintro ⟨S, e⟩ - ⟨T, e'⟩ - h
    have h' : ∀ k, (e k : P) = e' k := fun k => congrFun h k
    have hST : S = T := by
      ext p
      constructor
      · intro hp
        have h1 := h' (e.symm ⟨p, hp⟩)
        have h3 := (e' (e.symm ⟨p, hp⟩)).2
        rw [← h1, Equiv.apply_symm_apply] at h3
        exact h3
      · intro hp
        have h1 := h' (e'.symm ⟨p, hp⟩)
        have h3 := (e (e'.symm ⟨p, hp⟩)).2
        rw [h1, Equiv.apply_symm_apply] at h3
        exact h3
    subst hST
    have he : e = e' := Equiv.ext fun k => Subtype.ext (h' k)
    rw [he]
  · intro x _
    simp
  · -- a map that puts two factors on one level contributes nothing
    intro f _ hf
    by_contra hne
    have hne' := Finset.prod_ne_zero_iff.1 hne
    have inj : Function.Injective f := by
      intro k l hkl
      by_contra hk
      have h2 := hne' l (Finset.mem_univ l)
      rw [← hkl] at h2
      exact mul_ne_zero (hne' k (Finset.mem_univ k)) h2 (hF k l hk (f k))
    apply hf
    refine ⟨⟨Finset.univ.image f, Equiv.ofBijective
      (fun k => ⟨f k, Finset.mem_image_of_mem f (Finset.mem_univ k)⟩) ⟨?_, ?_⟩⟩, by simp, rfl⟩
    · intro k l hkl
      exact inj (congrArg Subtype.val hkl)
    · rintro ⟨p, hp⟩
      obtain ⟨k, -, hk⟩ := Finset.mem_image.1 hp
      exact ⟨k, Subtype.ext hk⟩
  · intro x _
    rfl
```

## Overlap and norm

The overlap theorem takes two families `c` and `d` and assumes only the cross condition between them. Its sum runs over `Finset.powersetCard (Fintype.card ι) Finset.univ`, the $N$-subsets of the levels.

The proof first checks that $F_{kp}=\overline{c_{kp}}\,d_{kp}$ satisfies the hypothesis of `sum_assignments`, then extends the sum to all subsets. `Finset.sum_mul_sum` produces the double sum of step 2, and `Finset.sum_eq_single e` reduces it to its diagonal. For the off-diagonal terms, the geminal called $l$ above is `e'.symm (e k)`.

```lean
/-- If `c k` and `d l` share no pair level for `k ≠ l`, the overlap of the two geminal product
states is the product of the overlaps of corresponding geminals. -/
theorem overlap_factorizes (c d : ι → P → ℂ)
    (h : ∀ k l, k ≠ l → ∀ p, c k p = 0 ∨ d l p = 0) :
    ∑ S ∈ Finset.powersetCard (Fintype.card ι) (Finset.univ : Finset P),
      conj (pairAmplitude c S) * pairAmplitude d S = ∏ k, ∑ p, conj (c k p) * d k p := by
  have hF : ∀ k l, k ≠ l → ∀ p, (conj (c k p) * d k p) * (conj (c l p) * d l p) = 0 := by
    intro k l hkl p
    rcases h k l hkl p with h0 | h0 <;> simp [h0]
  rw [← sum_assignments (fun k p => conj (c k p) * d k p) hF]
  rw [Finset.sum_subset (Finset.subset_univ _) (fun S _ hS => by
    rw [pairAmplitude_eq_zero d (fun hc => hS (Finset.mem_powersetCard.2
      ⟨Finset.subset_univ _, hc⟩)), mul_zero])]
  refine Finset.sum_congr rfl fun S _ => ?_
  unfold pairAmplitude
  rw [map_sum, Finset.sum_mul_sum]
  refine Finset.sum_congr rfl fun e _ => ?_
  rw [Finset.sum_eq_single e]
  · rw [map_prod, ← Finset.prod_mul_distrib]
  · -- two different assignments do not interfere
    intro e' _ hee
    by_contra hne
    obtain ⟨h1, h2⟩ := mul_ne_zero_iff.1 hne
    rw [map_prod, Finset.prod_ne_zero_iff] at h1
    rw [Finset.prod_ne_zero_iff] at h2
    apply hee
    refine Equiv.ext fun k => ?_
    have hl : e' (e'.symm (e k)) = e k := Equiv.apply_symm_apply _ _
    by_cases hkl : k = e'.symm (e k)
    · rw [← hkl] at hl
      exact hl
    · rcases h k _ hkl (e k) with h0 | h0
      · exact (h1 k (Finset.mem_univ k) (by rw [h0, map_zero])).elim
      · exact (h2 (e'.symm (e k)) (Finset.mem_univ _) (by rw [hl]; exact h0)).elim
  · intro he
    exact (he (Finset.mem_univ e)).elim
```

With `d` equal to `c`, each summand $\bar z z$ becomes $|z|^2$. The final cast turns the complex equation into the real one.

```lean
/-- The squared norm of a product of strongly orthogonal geminals is the product of the squared
norms of the geminals. -/
theorem norm_factorizes (c : ι → P → ℂ) (h : StronglyOrthogonal c) :
    ∑ S ∈ Finset.powersetCard (Fintype.card ι) (Finset.univ : Finset P),
      ‖pairAmplitude c S‖ ^ 2 = ∏ k, ∑ p, ‖c k p‖ ^ 2 := by
  have key := overlap_factorizes c c h
  simp only [Complex.conj_mul'] at key
  exact_mod_cast key
```

## Occupation of a level

The deletion lemma separates two cases. If $p\in S$, every assignment sends some geminal to $p$, where the coefficient is now zero. If $p\notin S$, no assignment meets the deleted level and the amplitude is unchanged.

```lean
omit [Fintype P] in
/-- Deleting level `p` from every geminal removes exactly the amplitudes in which `p` is
occupied. -/
theorem pairAmplitude_deleteLevel (c : ι → P → ℂ) (p : P) (S : Finset P) :
    pairAmplitude (deleteLevel c p) S = if p ∈ S then 0 else pairAmplitude c S := by
  unfold pairAmplitude
  split_ifs with hp
  · refine Finset.sum_eq_zero fun e _ => ?_
    exact Finset.prod_eq_zero (Finset.mem_univ (e.symm ⟨p, hp⟩)) (by simp [deleteLevel])
  · refine Finset.sum_congr rfl fun e _ => Finset.prod_congr rfl fun k _ => ?_
    have hk : (e k : P) ≠ p := fun hk => hp (hk ▸ (e k).2)
    simp [deleteLevel, hk]
```

The hypothesis `hn` normalizes each geminal. Together with strong orthogonality this gives the product state norm one, so the sum on the left is a probability. This probability concerns occupation by a pair; the mean number of electrons in the orbital is twice as large.

The proof applies `norm_factorizes` to the original and to the depleted geminals. `hfac` computes the squared norms $1-|c_{kp}|^2$ of the depleted geminals. `hprod` turns their product into $1-\sum_k|c_{kp}|^2$ by asking whether any geminal reaches $p$. `hsplit` divides the total weight into configurations with and without $p$, and `linarith` performs the subtraction.

```lean
/-- For normalized strongly orthogonal geminals, the probability that pair level `p` is occupied
is the sum of the weights `|c k p|²` over the geminals. -/
theorem occupation_probability (c : ι → P → ℂ) (h : StronglyOrthogonal c)
    (hn : ∀ k, ∑ q, ‖c k q‖ ^ 2 = 1) (p : P) :
    ∑ S ∈ (Finset.powersetCard (Fintype.card ι) (Finset.univ : Finset P)).filter (fun S => p ∈ S),
      ‖pairAmplitude c S‖ ^ 2 = ∑ k, ‖c k p‖ ^ 2 := by
  have h1 := norm_factorizes c h
  have h2 := norm_factorizes (deleteLevel c p) (by
    intro k l hkl q
    rcases h k l hkl q with h0 | h0 <;> simp [deleteLevel, h0])
  have hfac : ∀ k, ∑ q, ‖deleteLevel c p k q‖ ^ 2 = 1 - ‖c k p‖ ^ 2 := by
    intro k
    have hq : ∀ q, ‖deleteLevel c p k q‖ ^ 2
        = ‖c k q‖ ^ 2 - if q = p then ‖c k q‖ ^ 2 else 0 := by
      intro q
      by_cases hqp : q = p <;> simp [deleteLevel, hqp]
    simp only [hq, Finset.sum_sub_distrib, hn k]
    simp
  -- at most one geminal reaches level `p`
  have hprod : ∏ k, (1 - ‖c k p‖ ^ 2) = 1 - ∑ k, ‖c k p‖ ^ 2 := by
    by_cases hex : ∃ k, c k p ≠ 0
    · obtain ⟨k, hk⟩ := hex
      have h0 : ∀ l, l ≠ k → c l p = 0 := fun l hl => (h l k hl p).resolve_right hk
      have ha : ∏ l, (1 - ‖c l p‖ ^ 2) = 1 - ‖c k p‖ ^ 2 :=
        Fintype.prod_eq_single k fun l hl => by simp [h0 l hl]
      have hb : ∑ l, ‖c l p‖ ^ 2 = ‖c k p‖ ^ 2 :=
        Fintype.sum_eq_single k fun l hl => by simp [h0 l hl]
      rw [ha, hb]
    · push Not at hex
      simp [hex]
  simp only [hfac, hprod] at h2
  simp only [hn, Finset.prod_const_one] at h1
  -- split the norm into configurations with and without `p`
  have hsplit : ∀ S : Finset P, ‖pairAmplitude c S‖ ^ 2
      = (if p ∈ S then ‖pairAmplitude c S‖ ^ 2 else 0)
        + ‖pairAmplitude (deleteLevel c p) S‖ ^ 2 := by
    intro S
    rw [pairAmplitude_deleteLevel]
    by_cases hp : p ∈ S <;> simp [hp]
  rw [Finset.sum_congr rfl (fun S _ => hsplit S), Finset.sum_add_distrib, h2] at h1
  rw [Finset.sum_filter]
  linarith
```

## Ordinary orthogonality does not suffice

The geminals $(1,1)$ and $(1,-1)$ have zero overlap but share both levels. Their only possible amplitude is $1\cdot(-1)+1\cdot1=0$, so the product state vanishes, while the product of the squared norms is $2\cdot2=4$. After each geminal is normalized by $1/\sqrt2$, the comparison is between 0 and 1.

The theorem states three facts: the zero overlap, the zero norm and the value 4. For the second, the only two-element subset of `Fin 2` is the whole set, and the permanent formula reduces the amplitude to a sum over the identity and the swap.

```lean
/-- Ordinary orthogonality is not enough: the geminals `(1, 1)` and `(1, -1)` are orthogonal, but
their product state has norm zero while the product of their squared norms is 4. -/
theorem orthogonality_not_sufficient :
    let c : Fin 2 → Fin 2 → ℂ := ![![1, 1], ![1, -1]]
    ∑ p, conj (c 0 p) * c 1 p = 0 ∧
    ∑ S ∈ Finset.powersetCard (Fintype.card (Fin 2)) (Finset.univ : Finset (Fin 2)),
      ‖pairAmplitude c S‖ ^ 2 = 0 ∧
    ∏ k, ∑ p, ‖c k p‖ ^ 2 = 4 := by
  intro c
  refine ⟨by simp [c, Fin.sum_univ_two], ?_, ?_⟩
  · refine Finset.sum_eq_zero fun S hS => ?_
    obtain rfl : S = Finset.univ := Finset.eq_univ_of_card S (Finset.mem_powersetCard.1 hS).2
    let e₀ : Fin 2 ≃ (Finset.univ : Finset (Fin 2)) :=
      ⟨fun i => ⟨i, Finset.mem_univ i⟩, fun x => x.1, fun _ => rfl, fun _ => rfl⟩
    have hperm : (Finset.univ : Finset (Equiv.Perm (Fin 2))) = {1, Equiv.swap 0 1} := by decide
    rw [pairAmplitude_eq_permanent c e₀, Matrix.permanent, hperm, Finset.sum_pair (by decide)]
    simp [c, e₀, Fin.prod_univ_two]
  · simp [c, Fin.prod_univ_two, Fin.sum_univ_two]
    norm_num

end

end StronglyOrthogonalGeminals
```

```lean
#print axioms StronglyOrthogonalGeminals.norm_factorizes
#print axioms StronglyOrthogonalGeminals.occupation_probability
#print axioms StronglyOrthogonalGeminals.orthogonality_not_sufficient
```

```
'StronglyOrthogonalGeminals.norm_factorizes' depends on axioms: [propext, Classical.choice, Quot.sound]
'StronglyOrthogonalGeminals.occupation_probability' depends on axioms: [propext, Classical.choice, Quot.sound]
'StronglyOrthogonalGeminals.orthogonality_not_sufficient' depends on axioms: [propext, Classical.choice, Quot.sound]
```
